# For orbital energies that sum to zero, the third moment over microstates vanishes at half filling

A shell of $N$ spin orbitals holds $n$ electrons in $\binom{N}{n}$ ways, its microstates. If orbital $i$ has energy $a_i$ and the electrons do not interact, the microstate occupying the set $S$ has energy $A(S)=\sum_{i\in S}a_i$. When the mean energy is zero, the third moment is a measure of how lopsided the distribution of these energies is.

In Lean the orbitals form a finite set `s`, with spin included in the label, and $N$ is `s.card`. A microstate is an element of `powersetCard n s`, an $n$-element subset, so the Pauli principle is built in. The values `a` are real and may stand for any one-electron quantity diagonal in these orbitals.

```lean
import Mathlib

open Finset

namespace MicrostateThirdMoment

noncomputable section

variable {ι : Type*} {s : Finset ι} {a : ι → ℝ} {n : ℕ}
```

The name `thirdMoment` denotes the plain sum $M_3=\sum_S A(S)^3$. The textbook moment is $M_3/\binom{N}{n}$, and the skewness divides that, for zero mean, by the variance to the power $3/2$ when the variance is nonzero.

```lean
/-- The sum, over all `n`-electron microstates of the spin orbitals `s`, of the cube of the
total of the one-electron quantity `a`. -/
def thirdMoment (s : Finset ι) (a : ι → ℝ) (n : ℕ) : ℝ :=
  ∑ S ∈ powersetCard n s, (∑ i ∈ S, a i) ^ 3
```

## A fixed number of electrons

Every microstate has the same $n$: the shell exchanges no electrons with its surroundings. Removing the electron in orbital $i$ from $S$ therefore always leaves $n-1$ electrons, in the orbitals other than $i$. The pairs $(S,i)$ with $i\in S$ correspond one to one to the pairs $(i,T)$ with $i\notin T$, through $T=S\setminus\{i\}$ and $S=T\cup\{i\}$. `sum_remove_one` gives these two maps to `Finset.sum_bij'` and checks that they are inverse to each other. If $n$ varied, the mean energy of the $n$-electron microstates would in general vary with it, and subtracting one constant from the total energy would then not centre the distributions for all $n$ at once.

```lean
/-- Summing over microstates of `n + 1` electrons and over the electron removed is the same as
summing over an orbital and over the `n`-electron microstates of the other orbitals. -/
theorem sum_remove_one [DecidableEq ι] (s : Finset ι) (n : ℕ) (g : ι → Finset ι → ℝ) :
    ∑ S ∈ powersetCard (n + 1) s, ∑ i ∈ S, g i (S.erase i) =
      ∑ i ∈ s, ∑ T ∈ powersetCard n (s.erase i), g i T := by
  rw [Finset.sum_sigma', Finset.sum_sigma']
  refine Finset.sum_bij' (fun p _ => ⟨p.2, p.1.erase p.2⟩)
    (fun q _ => ⟨insert q.1 q.2, q.1⟩) ?_ ?_ ?_ ?_ ?_
  · rintro ⟨S, i⟩ h
    simp only [mem_sigma, mem_powersetCard] at h ⊢
    obtain ⟨⟨hS, hc⟩, hi⟩ := h
    have := card_erase_of_mem hi
    exact ⟨hS hi, erase_subset_erase i hS, by omega⟩
  · rintro ⟨i, T⟩ h
    simp only [mem_sigma, mem_powersetCard] at h ⊢
    obtain ⟨hi, hT, hc⟩ := h
    have hiT : i ∉ T := fun h => notMem_erase i s (hT h)
    have := card_insert_of_notMem hiT
    exact ⟨⟨insert_subset hi (hT.trans (erase_subset i s)), by omega⟩, mem_insert_self i T⟩
  · rintro ⟨S, i⟩ h
    have hi : i ∈ S := (mem_sigma.mp h).2
    simp only [insert_erase hi]
  · rintro ⟨i, T⟩ h
    have hT : T ∈ powersetCard n (s.erase i) := (mem_sigma.mp h).2
    have hiT : i ∉ T := fun h => notMem_erase i s ((mem_powersetCard.mp hT).1 h)
    simp only [erase_insert hiT]
  · intro _ _
    rfl
```

The first moment follows. On $m+1$ orbitals with $k$ electrons, orbital $i$ is occupied in all microstates except those that leave it empty:
$$\sum_T A(T)=\left[\binom{m+1}{k}-\binom mk\right]\sum_i a_i .$$
Lean treats $k=0$ separately; otherwise it removes one electron and applies Pascal's rule.

```lean
/-- First moment on `m + 1` orbitals: each orbital value is counted once for every `k`-electron
microstate, less those in which that orbital is empty. -/
theorem sum_total {m : ℕ} (hs : s.card = m + 1) (k : ℕ) :
    ∑ S ∈ powersetCard k s, ∑ i ∈ S, a i =
      (((m + 1).choose k : ℝ) - (m.choose k : ℝ)) * ∑ i ∈ s, a i := by
  classical
  cases k with
  | zero => simp
  | succ k =>
    have hP : ((m + 1).choose (k + 1) : ℝ) = m.choose k + m.choose (k + 1) := by
      exact_mod_cast Nat.choose_succ_succ' m k
    calc _ = ∑ i ∈ s, ∑ _T ∈ powersetCard k (s.erase i), a i :=
          sum_remove_one s k (fun i _ => a i)
      _ = ∑ i ∈ s, (m.choose k : ℝ) * a i := sum_congr rfl fun i hi => by
          have hc : (s.erase i).card = m := by
            have := card_erase_of_mem hi
            omega
          rw [sum_const, card_powersetCard, hc, nsmul_eq_mul]
      _ = _ := by
          rw [← mul_sum, hP]
          ring
```

## Orbital energies that sum to zero

The hypothesis `h0` puts the zero of energy at the barycentre of the shell, as is usual for crystal-field splittings. Write $N=m+3$ and $n=k+2$, so that $k$ is no longer the electron number.

First take a set $t$ of $m+2$ orbitals with $k+1$ electrons and any sum $A(t)$. Since $A(T)^2=\sum_{i\in T}a_i\,(a_i+A(T\setminus\{i\}))$, removing electron $i$ and using the first moment gives
$$\sum_T A(T)^2=\sum_{i\in t}\left[\binom{m+1}{k}a_i^2+\left(\binom{m+1}{k}-\binom mk\right)a_i\,(A(t)-a_i)\right]$$
$$=\binom mk\sum_{i\in t}a_i^2+\left[\binom{m+1}{k}-\binom mk\right]A(t)^2 .$$
This is `second` in the proof.

Now peel one factor off the cube and remove that electron:
$$M_3=\sum_{i\in s}\sum_{T}\left[a_i^3+2a_i^2A(T)+a_iA(T)^2\right],$$
where $T$ runs over the $(k+1)$-element subsets of $s\setminus\{i\}$. By `h0` the remaining orbitals sum to $-a_i$ (`hE`). With $Q=\sum_{j\in s}a_j^2$, their squares sum to $Q-a_i^2$ (`hQ`). The three terms become

- $\binom{m+2}{k+1}a_i^3$,
- $-2\binom{m+1}{k}a_i^3$,
- $\binom mk Q\,a_i+\left[\binom{m+1}{k}-2\binom mk\right]a_i^3$.

Pascal's rule, used twice (`hP1`, `hP2`), reduces the coefficient of $a_i^3$ to $\binom{m}{k+1}-\binom mk$; `linear_combination` does this collection. Summed over $i$, the term in $Q$ vanishes by a second use of `h0`. Hence
$$M_3=\left[\binom{N-3}{n-1}-\binom{N-3}{n-2}\right]\sum_i a_i^3 .$$

```lean
/-- For at least three spin orbitals whose values sum to zero, and at least two electrons, the
third moment over microstates is a difference of two binomials times the sum of cubes. -/
theorem thirdMoment_eq (h0 : ∑ i ∈ s, a i = 0) (hN : 3 ≤ s.card) (hn : 2 ≤ n) :
    thirdMoment s a n =
      (((s.card - 3).choose (n - 1) : ℝ) - ((s.card - 3).choose (n - 2) : ℝ)) *
        ∑ i ∈ s, a i ^ 3 := by
  classical
  obtain ⟨m, hm⟩ : ∃ m, s.card = m + 3 := ⟨s.card - 3, by omega⟩
  obtain ⟨k, rfl⟩ : ∃ k, n = k + 2 := ⟨n - 2, by omega⟩
  rw [hm, show m + 3 - 3 = m by omega, show k + 2 - 1 = k + 1 by omega,
    show k + 2 - 2 = k by omega]
  -- the square of the total, on a set of orbitals whose sum need not vanish
  have second : ∀ t : Finset ι, t.card = m + 2 →
      ∑ T ∈ powersetCard (k + 1) t, (∑ i ∈ T, a i) ^ 2 =
        (m.choose k : ℝ) * ∑ i ∈ t, a i ^ 2 +
          (((m + 1).choose k : ℝ) - (m.choose k : ℝ)) * (∑ i ∈ t, a i) ^ 2 := by
    intro t ht
    calc _ = ∑ T ∈ powersetCard (k + 1) t, ∑ i ∈ T, a i * (a i + ∑ j ∈ T.erase i, a j) :=
          sum_congr rfl fun T _ => by
            rw [sq, sum_mul]
            exact sum_congr rfl fun i hi => by rw [add_sum_erase T a hi]
      _ = ∑ i ∈ t, ∑ T ∈ powersetCard k (t.erase i), a i * (a i + ∑ j ∈ T, a j) :=
          sum_remove_one t k (fun i T => a i * (a i + ∑ j ∈ T, a j))
      _ = ∑ i ∈ t, ((m.choose k : ℝ) * a i ^ 2 +
            (((m + 1).choose k : ℝ) - (m.choose k : ℝ)) * (a i * ∑ j ∈ t, a j)) :=
          sum_congr rfl fun i hi => by
            have hc : (t.erase i).card = m + 1 := by
              have := card_erase_of_mem hi
              omega
            have he := add_sum_erase t a hi
            rw [← mul_sum, sum_add_distrib, sum_const, card_powersetCard, hc,
              sum_total hc k, nsmul_eq_mul]
            linear_combination a i * (((m + 1).choose k : ℝ) - (m.choose k : ℝ)) * he
      _ = _ := by
          rw [sum_add_distrib, ← mul_sum, ← mul_sum, ← sum_mul]
          ring
  have hP1 : ((m + 2).choose (k + 1) : ℝ) = (m + 1).choose k + (m + 1).choose (k + 1) := by
    exact_mod_cast Nat.choose_succ_succ' (m + 1) k
  have hP2 : ((m + 1).choose (k + 1) : ℝ) = m.choose k + m.choose (k + 1) := by
    exact_mod_cast Nat.choose_succ_succ' m k
  -- peel one factor off the cube, then remove that electron
  calc thirdMoment s a (k + 2)
      = ∑ S ∈ powersetCard (k + 2) s, ∑ i ∈ S, a i * (a i + ∑ j ∈ S.erase i, a j) ^ 2 :=
        sum_congr rfl fun S _ => by
          rw [show (∑ i ∈ S, a i) ^ 3 = (∑ i ∈ S, a i) * (∑ i ∈ S, a i) ^ 2 by ring, sum_mul]
          exact sum_congr rfl fun i hi => by rw [add_sum_erase S a hi]
    _ = ∑ i ∈ s, ∑ T ∈ powersetCard (k + 1) (s.erase i), a i * (a i + ∑ j ∈ T, a j) ^ 2 :=
        sum_remove_one s (k + 1) (fun i T => a i * (a i + ∑ j ∈ T, a j) ^ 2)
    _ = ∑ i ∈ s, (((m.choose (k + 1) : ℝ) - (m.choose k : ℝ)) * a i ^ 3 +
          ((m.choose k : ℝ) * ∑ j ∈ s, a j ^ 2) * a i) := sum_congr rfl fun i hi => by
        have hc : (s.erase i).card = m + 2 := by
          have := card_erase_of_mem hi
          omega
        have hE : ∑ j ∈ s.erase i, a j = -a i := by
          linarith [add_sum_erase s a hi]
        have hQ : ∑ j ∈ s.erase i, a j ^ 2 = ∑ j ∈ s, a j ^ 2 - a i ^ 2 := by
          linarith [add_sum_erase s (fun j => a j ^ 2) hi]
        have h1 : ∑ T ∈ powersetCard (k + 1) (s.erase i), ∑ j ∈ T, a j =
            (((m + 2).choose (k + 1) : ℝ) - ((m + 1).choose (k + 1) : ℝ)) *
              ∑ j ∈ s.erase i, a j := sum_total hc (k + 1)
        have hx : ∀ T ∈ powersetCard (k + 1) (s.erase i), a i * (a i + ∑ j ∈ T, a j) ^ 2 =
            a i ^ 3 + 2 * a i ^ 2 * ∑ j ∈ T, a j + a i * (∑ j ∈ T, a j) ^ 2 :=
          fun T _ => by ring
        rw [sum_congr rfl hx, sum_add_distrib, sum_add_distrib, sum_const, ← mul_sum,
          ← mul_sum, card_powersetCard, hc, h1, second _ hc, nsmul_eq_mul, hE, hQ]
        linear_combination a i ^ 3 * hP2 - a i ^ 3 * hP1
    _ = _ := by
        rw [sum_add_distrib, ← mul_sum, ← mul_sum, h0, mul_zero, add_zero]
```

Without `h0` the formula can fail: three orbitals with $a_i=1$ and two electrons give $M_3=24$, while the right side is $-3$.

## At least two electrons and three orbitals

The conditions `hn` and `hN` keep the lower and upper entries of the binomials from going negative, and the proof uses them to write $n=k+2$ and $N=m+3$. Lean's natural-number subtraction stops at zero, so at $n=1$ the bracket would be $0$, although $M_3=\sum_i a_i^3$. For $N\le2$, with the other hypotheses kept, both sides are zero, so `hN` excludes only trivial cases.

The difference of binomials has a more telling form. From $(m+1)\binom mk=(k+1)\binom{m+1}{k+1}$,
$$\binom m{k+1}-\binom mk=\binom{m+1}{k+1}-2\binom mk=\frac{m-1-2k}{m+1}\binom{m+1}{k+1},$$
which is $\frac{N-2n}{N-2}\binom{N-2}{n-1}$. Lean proves the first identity as `hS`, separately for $k\le m$ and $k>m$, and then clears the denominator.

```lean
/-- For `N ≥ 3` spin orbitals whose values sum to zero, and `n ≥ 2` electrons, the third moment is
`(N - 2n) / (N - 2)` times the binomial `(N - 2).choose (n - 1)` times the sum of cubes. -/
theorem thirdMoment_closed (h0 : ∑ i ∈ s, a i = 0) (hN : 3 ≤ s.card) (hn : 2 ≤ n) :
    thirdMoment s a n =
      ((s.card : ℝ) - 2 * (n : ℝ)) / ((s.card : ℝ) - 2) * ((s.card - 2).choose (n - 1) : ℝ) *
        ∑ i ∈ s, a i ^ 3 := by
  rw [thirdMoment_eq h0 hN hn]
  obtain ⟨m, hm⟩ : ∃ m, s.card = m + 3 := ⟨s.card - 3, by omega⟩
  obtain ⟨k, rfl⟩ : ∃ k, n = k + 2 := ⟨n - 2, by omega⟩
  rw [hm, show m + 3 - 3 = m by omega, show k + 2 - 1 = k + 1 by omega,
    show k + 2 - 2 = k by omega, show m + 3 - 2 = m + 1 by omega]
  have hP : ((m + 1).choose (k + 1) : ℝ) = m.choose k + m.choose (k + 1) := by
    exact_mod_cast Nat.choose_succ_succ' m k
  have hS : ((m : ℝ) + 1) * m.choose k = (m + 1).choose (k + 1) * ((k : ℝ) + 1) := by
    rcases le_or_gt k m with hk | hk
    · have h : (m.choose (k + 1) : ℝ) * ((k : ℝ) + 1) = m.choose k * ((m : ℝ) - k) := by
        rw [← Nat.cast_sub hk]
        exact_mod_cast Nat.choose_succ_right_eq m k
      rw [hP]
      linear_combination -h
    · rw [hP, Nat.choose_eq_zero_of_lt hk, Nat.choose_eq_zero_of_lt (by omega : m < k + 1)]
      simp
  have hne : (m : ℝ) + 1 ≠ 0 := by positivity
  have hd : ((m + 3 : ℕ) : ℝ) - 2 = (m : ℝ) + 1 := by
    push_cast
    ring
  have key : (m.choose (k + 1) : ℝ) - (m.choose k : ℝ) =
      (((m + 3 : ℕ) : ℝ) - 2 * ((k + 2 : ℕ) : ℝ)) / (((m + 3 : ℕ) : ℝ) - 2) *
        ((m + 1).choose (k + 1) : ℝ) := by
    rw [hd, div_mul_eq_mul_div, eq_div_iff hne]
    push_cast
    linear_combination -((m : ℝ) + 1) * hP - 2 * hS
  rw [key]
```

## Half filling

The condition $N=2n$ means as many holes as electrons, as in $d^5$. It makes the factor $N-2n$ zero, which is the whole Lean proof. Physically, `h0` gives the complementary microstate the energy $-A(S)$, and at half filling the complement has the same number of electrons, so the cubes cancel in pairs. This argument also covers one electron in two spin orbitals, a case that `hn` leaves out.

```lean
/-- At half filling, with at least two electrons and orbital values summing to zero, the third
moment vanishes. -/
theorem thirdMoment_half_filling (h0 : ∑ i ∈ s, a i = 0) (hn : 2 ≤ n)
    (hN : s.card = 2 * n) : thirdMoment s a n = 0 := by
  have h : (s.card : ℝ) - 2 * (n : ℝ) = 0 := by
    rw [hN, Nat.cast_mul, Nat.cast_ofNat, sub_self]
  rw [thirdMoment_closed h0 (by omega) hn, h, zero_div, zero_mul, zero_mul]
```

## A nonzero sum of cubes and at least one hole

Away from half filling, and with two or more electrons, $M_3$ can still vanish for two other reasons. The cubes of the orbital energies may themselves sum to zero: $(1,-1,0)$ with two electrons gives $M_3=0$ at $N=3$. Or the shell may be full, with a single microstate of energy zero. The hypotheses `h3` and `hlt` exclude these cases. In the proof, `hlt` makes $\binom{N-2}{n-1}$ positive and `h3` removes the sum of cubes, leaving $N-2n=0$.

```lean
/-- For orbital values with zero sum and nonzero sum of cubes, and a shell with at least two
electrons and at least one hole, the third moment vanishes exactly at half filling. -/
theorem thirdMoment_eq_zero_iff (h0 : ∑ i ∈ s, a i = 0) (h3 : ∑ i ∈ s, a i ^ 3 ≠ 0)
    (hn : 2 ≤ n) (hlt : n < s.card) : thirdMoment s a n = 0 ↔ s.card = 2 * n := by
  refine ⟨fun h => ?_, thirdMoment_half_filling h0 hn⟩
  have hN : 3 ≤ s.card := by omega
  have hN' : (3 : ℝ) ≤ s.card := by exact_mod_cast hN
  have hc : ((s.card - 2).choose (n - 1) : ℝ) ≠ 0 := by
    exact_mod_cast (Nat.choose_pos (by omega : n - 1 ≤ s.card - 2)).ne'
  rw [thirdMoment_closed h0 hN hn] at h
  have h' := (mul_eq_zero.mp ((mul_eq_zero.mp h).resolve_right h3)).resolve_right hc
  rcases div_eq_zero_iff.mp h' with h'' | h''
  · exact_mod_cast sub_eq_zero.mp h''
  · linarith
```

## Energies with a nonzero mean

If the energies do not sum to zero, let $\bar a=\frac1N\sum_j a_j$ and $b_i=a_i-\bar a$. Then $\sum_i b_i=0$, and since every $S$ has $n$ elements, $\sum_{i\in S}b_i=A(S)-n\bar a$. Lean applies `thirdMoment_eq` to these shifted values. The result is the third moment about the mean, again as a sum and not an average.

```lean
/-- For arbitrary values on at least three orbitals, and at least two electrons, the third moment
about `n` times the orbital mean is given by the cubed deviations from that mean. -/
theorem central_thirdMoment_eq (hN : 3 ≤ s.card) (hn : 2 ≤ n) :
    ∑ S ∈ powersetCard n s, (∑ i ∈ S, a i - (n : ℝ) * ((∑ j ∈ s, a j) / s.card)) ^ 3 =
      (((s.card - 3).choose (n - 1) : ℝ) - ((s.card - 3).choose (n - 2) : ℝ)) *
        ∑ i ∈ s, (a i - (∑ j ∈ s, a j) / s.card) ^ 3 := by
  have hc : (s.card : ℝ) ≠ 0 := by
    exact_mod_cast (by omega : s.card ≠ 0)
  have h0 : ∑ i ∈ s, (a i - (∑ j ∈ s, a j) / s.card) = 0 := by
    have h : (s.card : ℝ) * ((∑ j ∈ s, a j) / s.card) = ∑ j ∈ s, a j := by field_simp
    rw [sum_sub_distrib, sum_const, nsmul_eq_mul, h, sub_self]
  refine Eq.trans ?_ (thirdMoment_eq (a := fun i => a i - (∑ j ∈ s, a j) / s.card) h0 hN hn)
  unfold thirdMoment
  refine sum_congr rfl fun S hS => ?_
  rw [sum_sub_distrib, sum_const, nsmul_eq_mul, (mem_powersetCard.mp hS).2]
```

## The octahedral d shell

An octahedral field of splitting $\Delta$ places six spin orbitals at $-2\Delta/5$ and four at $3\Delta/5$. The type `Fin 6 ⊕ Fin 4` labels the two groups.

```lean
/-- Octahedral crystal-field energies of a d shell with splitting `Δ`: six spin orbitals at
`-2Δ/5` and four at `3Δ/5`. -/
def octahedral (Δ : ℝ) : Fin 6 ⊕ Fin 4 → ℝ :=
  Sum.elim (fun _ => -(2 / 5) * Δ) (fun _ => 3 / 5 * Δ)
```

The energies sum to zero, and their cubes sum to $(-48+108)\Delta^3/125=12\Delta^3/25$. Inserting $N=10$ gives the theorem.

```lean
/-- The third moment of the octahedral crystal-field energy over the microstates of a d shell
with `n ≥ 2` electrons. -/
theorem thirdMoment_octahedral (Δ : ℝ) (hn : 2 ≤ n) :
    thirdMoment univ (octahedral Δ) n =
      ((Nat.choose 7 (n - 1) : ℝ) - (Nat.choose 7 (n - 2) : ℝ)) * (12 / 25 * Δ ^ 3) := by
  have hc : (univ : Finset (Fin 6 ⊕ Fin 4)).card = 10 := by simp
  have h0 : ∑ i, octahedral Δ i = 0 := by
    simp only [octahedral, Fintype.sum_sum_type, Sum.elim_inl, Sum.elim_inr, sum_const,
      card_univ, Fintype.card_fin, nsmul_eq_mul]
    push_cast
    ring
  have h3 : ∑ i, octahedral Δ i ^ 3 = 12 / 25 * Δ ^ 3 := by
    simp only [octahedral, Fintype.sum_sum_type, Sum.elim_inl, Sum.elim_inr, sum_const,
      card_univ, Fintype.card_fin, nsmul_eq_mul]
    push_cast
    ring
  rw [thirdMoment_eq h0 (by omega) hn, h3, hc]

end

end MicrostateThirdMoment
```

```lean
#print axioms MicrostateThirdMoment.thirdMoment_half_filling
#print axioms MicrostateThirdMoment.thirdMoment_eq_zero_iff
#print axioms MicrostateThirdMoment.central_thirdMoment_eq
#print axioms MicrostateThirdMoment.thirdMoment_octahedral
```

```
'MicrostateThirdMoment.thirdMoment_half_filling' depends on axioms: [propext, Classical.choice, Quot.sound]
'MicrostateThirdMoment.thirdMoment_eq_zero_iff' depends on axioms: [propext, Classical.choice, Quot.sound]
'MicrostateThirdMoment.central_thirdMoment_eq' depends on axioms: [propext, Classical.choice, Quot.sound]
'MicrostateThirdMoment.thirdMoment_octahedral' depends on axioms: [propext, Classical.choice, Quot.sound]
```

For $d^2$ the formula gives $M_3=(7-1)\cdot\frac{12}{25}\Delta^3=\frac{72}{25}\Delta^3$. Direct counting agrees: 15 microstates lie at $-4\Delta/5$, 24 at $\Delta/5$ and 6 at $6\Delta/5$, so
$$M_3=\frac{-960+24+1296}{125}\Delta^3=\frac{72}{25}\Delta^3 .$$
Divided by 45 microstates, the mean cube is $8\Delta^3/125$.

This number enters the high-temperature free energy of non-interacting electrons in the shell. With $\beta=1/k_BT$ and zero mean energy, the cubic term of $\ln\sum_S e^{-\beta A(S)}$ is $-\frac{\beta^3}{6}M_3/\binom Nn$, which is $-\frac{4}{375}(\beta\Delta)^3$ for $d^2$ and zero for $d^5$.

The step to a real ion is the identification of $A(S)$ with the energy of a many-electron eigenstate. Electron repulsion mixes the microstates and shifts their energies, and no hypothesis here accounts for it.
